# A discontinuous energy that is replica size consistent but not linear between integer electron numbers

The theorem `continuity_needed` concerns a model energy equal to 1 at irrational electron number and 0 at rational electron number. It states that for every natural number N this energy is replica size consistent: the total energy of q ≥ 1 copies, each with N + p/q electrons (p ≤ q), is the average over configurations in which p copies hold N + 1 electrons and the rest hold N, the energies of the copies being simply added. It also states that at N + (√2 − 1) electrons the energy differs from the linear interpolation between its values at N and N + 1. The proof first shows that the energy vanishes at every rational number, which makes both sides of the consistency equation zero. It then shows that N + (√2 − 1) is irrational, so the energy there is 1 while the interpolation gives 0.

The first attempt, which Lean rejects:

```lean
import Mathlib

open Filter Topology

namespace FractionalElectronNumber

noncomputable section

/-- The configurations of `q` replica sites in which exactly `p` sites carry an extra electron. -/
def configs (q p : ℕ) : Finset (Finset (Fin q)) :=
  Finset.powersetCard p Finset.univ

/-- The uniform average of a quantity `g` over all configurations with `p` of `q` sites occupied,
for `p ≤ q`. -/
def replicaAverage (q p : ℕ) (g : Finset (Fin q) → ℝ) : ℝ :=
  (∑ s ∈ configs q p, g s) / ((configs q p).card : ℝ)

/-- Replica size consistency between `N` and `N + 1` electrons: `q` copies, each with `N + p/q`
electrons, have the average energy of the configurations in which `p` copies hold `N + 1`
electrons and the others hold `N`. -/
def ReplicaSizeConsistent (E : ℝ → ℝ) (N : ℕ) : Prop :=
  ∀ q p : ℕ, 1 ≤ q → p ≤ q →
    (q : ℝ) * E (N + (p : ℝ) / q) =
      replicaAverage q p (fun s => ∑ i, if i ∈ s then E (N + 1) else E N)

/-- The number of configurations is the binomial coefficient `q` over `p`. -/
theorem card_configs (q p : ℕ) : (configs q p).card = q.choose p := by
  simp [configs]

/-- If an occupied site has energy `a` and an empty one `b`, the average energy of the
configurations with `p` of `q` sites occupied is `p a + (q - p) b`. -/
theorem replica_energy {q p : ℕ} (hp : p ≤ q) (a b : ℝ) :
    replicaAverage q p (fun s => ∑ i, if i ∈ s then a else b) = p * a + ((q : ℝ) - p) * b := by
  -- all configurations are degenerate
  have hdeg : ∀ s ∈ configs q p,
      (∑ i, if i ∈ s then a else b) = p * a + ((q : ℝ) - p) * b := by
    intro s hs
    have hcard : s.card = p := (Finset.mem_powersetCard.1 hs).2
    calc (∑ i, if i ∈ s then a else b) = ∑ i, (b + if i ∈ s then a - b else 0) :=
          Finset.sum_congr rfl fun i _ => by split_ifs <;> ring
      _ = p * a + ((q : ℝ) - p) * b := by
          rw [Finset.sum_add_distrib, Finset.sum_ite_mem]
          simp only [Finset.univ_inter, Finset.sum_const, Finset.card_univ, Fintype.card_fin,
            nsmul_eq_mul, hcard]
          ring
  have hC : ((configs q p).card : ℝ) ≠ 0 := by
    rw [card_configs]
    exact Nat.cast_ne_zero.2 (Nat.choose_pos hp).ne'
  unfold replicaAverage
  rw [Finset.sum_congr rfl hdeg, Finset.sum_const, nsmul_eq_mul, mul_div_cancel_left₀ _ hC]

/-- Replica size consistency is the equation `q E(N + p/q) = p E(N + 1) + (q - p) E(N)` for all
`q ≥ 1` and `p ≤ q`. -/
theorem sizeConsistent_iff (E : ℝ → ℝ) (N : ℕ) :
    ReplicaSizeConsistent E N ↔ ∀ q p : ℕ, 1 ≤ q → p ≤ q →
      (q : ℝ) * E (N + (p : ℝ) / q) = p * E (N + 1) + ((q : ℝ) - p) * E N := by
  constructor
  · intro h q p hq hp
    exact (h q p hq hp).trans (replica_energy hp _ _)
  · intro h q p hq hp
    exact (h q p hq hp).trans (replica_energy hp _ _).symm

/-- The model energy that is `1` at irrational and `0` at rational electron number. -/
def irrationalSpike : ℝ → ℝ :=
  Set.indicator {y | Irrational y} (fun _ => 1)

/-- Continuity cannot be dropped: `irrationalSpike` is replica size consistent for every `N`, but
differs from the linear interpolation at `N + (√2 - 1)` electrons. -/
theorem continuity_needed (N : ℕ) :
    ReplicaSizeConsistent irrationalSpike N ∧
      irrationalSpike (N + (√2 - 1)) ≠
        (1 - (√2 - 1)) * irrationalSpike N + (√2 - 1) * irrationalSpike (N + 1) := by
  have hr : ∀ r : ℚ, irrationalSpike (r : ℝ) = 0 := fun r =>
    Set.indicator_of_notMem (fun h => h ⟨r, rfl⟩) _
  have h0 : irrationalSpike (N : ℝ) = 0 := by simpa using hr (N : ℚ)
  have h1 : irrationalSpike ((N : ℝ) + 1) = 0 := by simpa using hr ((N : ℚ) + 1)
  constructor
  · rw [sizeConsistent_iff]
    intro q p _ _
    have hpq : irrationalSpike ((N : ℝ) + (p : ℝ) / q) = 0 := by
      simpa using hr ((N : ℚ) + (p : ℚ) / q)
    rw [hpq, h0, h1]
    ring
  · have hirr : Irrational ((N : ℝ) + (√2 - 1)) := by
      rintro ⟨r, hr'⟩
      exact irrational_sqrt_two ⟨r - N + 1, by push_cast; linarith⟩
    have h2 : irrationalSpike ((N : ℝ) + (√2 - 1)) = 1 := Set.indicator_of_mem hirr _
    rw [h2, h0, h1]
    norm_num

end

end FractionalElectronNumber
```

Compiling this gives:

```
Main.lean:74:38: error: Function expected at
  h
but this term has type
  ?m.63 ∈ ?m.62

Note: Expected a function because this term is being applied to the argument
  ⟨r, rfl⟩
```

Diagnosis. The error is in the proof of `hr`, that the energy vanishes at rationals. `Set.indicator_of_notMem` needs a proof that a point is not in a set, and `fun h => h ⟨r, rfl⟩` is meant to supply it. But the message gives the type of `h` as `?m.63 ∈ ?m.62`: when Lean reached the body of the function, neither the point nor the set was known. Irrationality is a negation, so a proof of it can be applied like a function, but Lean cannot see a membership in an unknown set as such a proof, hence "Function expected".

The repair states the non-membership first, as `hmem`, with the point `(r : ℝ)` and the set `{y : ℝ | Irrational y}` written out. Inside it, `h'` restates the membership as `Irrational (r : ℝ)`, which can be applied to `⟨r, rfl⟩`, the proof that `r` is rational. `Set.indicator_of_notMem` then takes the point and the set from `hmem`. Introducing `r` with `intro` instead of `fun` is only a change of layout.

The repair, with which the file compiles:

```diff
@@ -71,6 +71,11 @@
       irrationalSpike (N + (√2 - 1)) ≠
         (1 - (√2 - 1)) * irrationalSpike N + (√2 - 1) * irrationalSpike (N + 1) := by
-  have hr : ∀ r : ℚ, irrationalSpike (r : ℝ) = 0 := fun r =>
-    Set.indicator_of_notMem (fun h => h ⟨r, rfl⟩) _
+  have hr : ∀ r : ℚ, irrationalSpike (r : ℝ) = 0 := by
+    intro r
+    have hmem : (r : ℝ) ∉ {y : ℝ | Irrational y} := by
+      intro h
+      have h' : Irrational (r : ℝ) := h
+      exact h' ⟨r, rfl⟩
+    exact Set.indicator_of_notMem hmem _
   have h0 : irrationalSpike (N : ℝ) = 0 := by simpa using hr (N : ℚ)
   have h1 : irrationalSpike ((N : ℝ) + 1) = 0 := by simpa using hr ((N : ℚ) + 1)
```
